# Bounds on the sum of p-th powers of N orbital densities at one point, for p > 1

Each orbital is represented here by a single number, its density at one fixed point in space. Orbitals are labelled by a finite type `ι`, and the densities are a function `r : ι → ℝ`, with r_i written for `r i`. Wavefunctions, orthogonality and normalisation do not enter, and nothing is integrated over space. Write N for the number of orbitals, `Fintype.card ι`, and S = ∑ r_i for the total density. For a real exponent p > 1, N ≥ 1 and all r_i ≥ 0, the result is

N^(1−p) S^p ≤ ∑ r_i^p ≤ S^p.

The lower bound is reached exactly when all r_i are equal, the upper exactly when at most one r_i is nonzero.

## Finitely many orbitals

Finiteness makes S and ∑ r_i^p ordinary sums and gives the lower bound its factor N^(1−p). For a fixed total density this factor tends to zero as N grows, so no positive lower bound holds for all N at once.

In Lean 4 with Mathlib:

```lean
import Mathlib

open Finset

namespace OrbitalPowerSums

noncomputable section

variable {ι : Type*} [Fintype ι]
```

`totalDensity r` is S, and `orbitalPowerSum p r` is ∑ r_i^p, with real powers.

```lean
/-- The total density at a point, the sum of the orbital densities. -/
def totalDensity (r : ι → ℝ) : ℝ := ∑ i, r i

/-- The sum over orbitals of the `p`-th power of the orbital density at a point. -/
def orbitalPowerSum (p : ℝ) (r : ι → ℝ) : ℝ := ∑ i, r i ^ p
```

The last definition is the Slater exchange energy density of a density ρ, with a constant C that is left as a parameter.

```lean
/-- The Slater exchange energy density `-C ρ^(4/3)` of a density `ρ`. -/
def slaterExchange (C ρ : ℝ) : ℝ := -C * ρ ^ (4 / 3 : ℝ)
```

## At least one orbital

Physically, N ≥ 1 says that there is an orbital to share the density. The derivation uses it to form the mean density S/N. If every orbital carries this mean, then

∑ r_i^p = N (S/N)^p = N · N^(−p) S^p = N^(1−p) S^p.

`equal_sharing` is this identity for any real N > 0. In `lower_bound` and the final theorems the hypothesis appears as `[Nonempty ι]`, from which the proof obtains N > 0. Without orbitals, N^(1−p) would be a negative power of zero. The upper bound needs no such hypothesis, since both of its sides are then zero.

```lean
/-- If `N` orbitals each carry the density `S / N`, their `p`-th powers add up to
`N^(1-p) S^p`. -/
theorem equal_sharing {N S : ℝ} (p : ℝ) (hN : 0 < N) (hS : 0 ≤ S) :
    N * (S / N) ^ p = N ^ (1 - p) * S ^ p := by
  rw [Real.div_rpow hS hN.le, Real.rpow_sub hN, Real.rpow_one]
  ring
```

## An exponent above one

For p > 1 the power x^p gives more than proportional weight to high density, so sharing a fixed S > 0 equally among fewer orbitals raises the sum. Slater exchange has p = 4/3.

By hand, p > 1 enters the lower bound through the strict convexity of x^p on x ≥ 0. Jensen's inequality with weights 1/N gives

(S/N)^p = (∑ r_i/N)^p ≤ (1/N) ∑ r_i^p.

Multiplying by N and using the equal-sharing identity gives N^(1−p) S^p ≤ ∑ r_i^p. Because the function is strictly convex and all weights are positive, equality forces every r_i to equal S/N. Conversely, equal densities all have this value and give equality.

In the proof, `strictConvexOn_rpow hp` supplies the convexity. `hJ` is Jensen's inequality and `hE` its equality criterion, which says that each density equals the weighted mean. The last two bullets translate between that criterion and the pairwise form `∀ i j, r i = r j`.

```lean
/-- The sum of the `p`-th powers of `N` orbital densities is at least `N^(1-p)` times the
`p`-th power of the total density, with equality exactly when all orbital densities are equal. -/
theorem lower_bound [Nonempty ι] {p : ℝ} (hp : 1 < p) {r : ι → ℝ} (hr : ∀ i, 0 ≤ r i) :
    (Fintype.card ι : ℝ) ^ (1 - p) * totalDensity r ^ p ≤ orbitalPowerSum p r ∧
    (orbitalPowerSum p r = (Fintype.card ι : ℝ) ^ (1 - p) * totalDensity r ^ p ↔
      ∀ i j, r i = r j) := by
  unfold totalDensity orbitalPowerSum
  have hN : (0 : ℝ) < (Fintype.card ι : ℝ) := by exact_mod_cast Fintype.card_pos
  have hS : 0 ≤ ∑ i, r i := Finset.sum_nonneg fun i _ => hr i
  have hw : ∑ _i : ι, (Fintype.card ι : ℝ)⁻¹ = 1 := by
    rw [Finset.sum_const, Finset.card_univ, nsmul_eq_mul, mul_inv_cancel₀ hN.ne']
  -- Jensen's inequality with equal weights, and its equality case
  have hJ := (strictConvexOn_rpow hp).convexOn.map_sum_le (t := Finset.univ)
    (w := fun _ : ι => (Fintype.card ι : ℝ)⁻¹) (p := r)
    (fun _ _ => (inv_pos.2 hN).le) hw (fun i _ => hr i)
  have hE := (strictConvexOn_rpow hp).map_sum_eq_iff (t := Finset.univ)
    (w := fun _ : ι => (Fintype.card ι : ℝ)⁻¹) (p := r)
    (fun _ _ => inv_pos.2 hN) hw (fun i _ => hr i)
  simp only [smul_eq_mul, ← Finset.mul_sum] at hJ hE
  rw [← equal_sharing p hN hS, div_eq_inv_mul]
  refine ⟨?_, ?_, ?_⟩
  · have h := mul_le_mul_of_nonneg_left hJ hN.le
    rwa [mul_inv_cancel_left₀ hN.ne'] at h
  · intro h i j
    have h' := hE.1 (by rw [h, inv_mul_cancel_left₀ hN.ne'])
    rw [h' i (Finset.mem_univ i), h' j (Finset.mem_univ j)]
  · intro h
    have h' := hE.2 (fun j _ => by
      have hs : ∑ i, r i = (Fintype.card ι : ℝ) * r j := by
        rw [Finset.sum_congr rfl (fun i _ => h i j), Finset.sum_const, Finset.card_univ,
          nsmul_eq_mul]
      rw [hs, inv_mul_cancel_left₀ hN.ne'])
    rw [h', mul_inv_cancel_left₀ hN.ne']
```

The upper bound uses p > 1 differently. One factor is split off,

x^p = x · x^(p−1),

and the remaining exponent p − 1 is positive, so x^(p−1) increases strictly with x. `rpow_split` states the splitting, including the case x = 0.

```lean
/-- For `p > 1` one factor of a nonnegative density can be split off its `p`-th power. -/
theorem rpow_split {p x : ℝ} (hp : 1 < p) (hx : 0 ≤ x) : x ^ p = x * x ^ (p - 1) := by
  have h : 1 + (p - 1) ≠ 0 := by
    intro h
    linarith
  rw [← Real.rpow_one_add' hx h]
  congr 1
  ring
```

At p = 1 all three quantities equal S, and for N ≥ 2 both equality criteria fail. For 0 < p < 1 the power is concave and both inequalities reverse: two orbitals of density 1 with p = 1/2 give ∑ r_i^p = 2, which exceeds S^p = √2.

## Nonnegative densities

The hypothesis `hr : ∀ i, 0 ≤ r i` holds for any orbital density |φ_i|², also when it is multiplied by a nonnegative occupation. In the lower bound it places the densities in the region where x^p is convex. In the upper bound it ensures that no orbital exceeds the total, r_i ≤ S, so that

r_i^p = r_i r_i^(p−1) ≤ r_i S^(p−1).

Summing over i gives

∑ r_i^p ≤ S · S^(p−1) = S^p.

The proof of `upper_bound` follows these lines, with `Finset.single_le_sum` providing r_i ≤ S.

```lean
/-- The sum of the `p`-th powers of the orbital densities is at most the `p`-th power of the
total density. -/
theorem upper_bound {p : ℝ} (hp : 1 < p) {r : ι → ℝ} (hr : ∀ i, 0 ≤ r i) :
    orbitalPowerSum p r ≤ totalDensity r ^ p := by
  unfold totalDensity orbitalPowerSum
  rw [rpow_split hp (Finset.sum_nonneg fun i _ => hr i), Finset.sum_mul]
  refine Finset.sum_le_sum fun i _ => ?_
  rw [rpow_split hp (hr i)]
  exact mul_le_mul_of_nonneg_left (Real.rpow_le_rpow (hr i)
    (Finset.single_le_sum (fun k _ => hr k) (Finset.mem_univ i)) (by linarith)) (hr i)
```

Suppose now that two different orbitals i and j both have positive density. Then r_i ≤ S − r_j < S, hence r_i^(p−1) < S^(p−1). Multiplying by r_i > 0 makes the i-th term strictly smaller than its bound, and the whole inequality becomes strict. In the proof, `hlt` is r_i < S, and `Finset.sum_lt_sum` combines one strict term with the others.

```lean
/-- If two different orbitals both have density at the point, the sum of the `p`-th powers is
strictly below the `p`-th power of the total density. -/
theorem upper_bound_strict {p : ℝ} (hp : 1 < p) {r : ι → ℝ} (hr : ∀ i, 0 ≤ r i)
    {i j : ι} (hij : i ≠ j) (hi : 0 < r i) (hj : 0 < r j) :
    orbitalPowerSum p r < totalDensity r ^ p := by
  unfold totalDensity orbitalPowerSum
  -- the second orbital keeps the first strictly below the total
  have hlt : r i < ∑ k, r k :=
    Finset.single_lt_sum hij.symm (Finset.mem_univ i) (Finset.mem_univ j) hj
      (fun k _ _ => hr k)
  rw [rpow_split hp (Finset.sum_nonneg fun i _ => hr i), Finset.sum_mul]
  refine Finset.sum_lt_sum (fun k _ => ?_) ⟨i, Finset.mem_univ i, ?_⟩
  · rw [rpow_split hp (hr k)]
    exact mul_le_mul_of_nonneg_left (Real.rpow_le_rpow (hr k)
      (Finset.single_le_sum (fun l _ => hr l) (Finset.mem_univ k)) (by linarith)) (hr k)
  · rw [rpow_split hp (hr i)]
    exact mul_lt_mul_of_pos_left (Real.rpow_lt_rpow (hr i) hlt (by linarith)) hi
```

Equality therefore leaves at most one nonzero density. Conversely, if only r_k is nonzero, then S = r_k and both sides are r_k^p; if all densities vanish, both sides are zero. In `upper_bound_eq_iff`, "at most one" reads: any two orbitals with nonzero density are the same orbital. The case split on `hz` separates one nonzero density from none.

```lean
/-- The sum of the `p`-th powers equals the `p`-th power of the total density exactly when at
most one orbital has nonzero density at the point. -/
theorem upper_bound_eq_iff {p : ℝ} (hp : 1 < p) {r : ι → ℝ} (hr : ∀ i, 0 ≤ r i) :
    orbitalPowerSum p r = totalDensity r ^ p ↔ ∀ i j, r i ≠ 0 → r j ≠ 0 → i = j := by
  constructor
  · intro h i j hi hj
    by_contra hij
    exact (upper_bound_strict hp hr hij (lt_of_le_of_ne (hr i) hi.symm)
      (lt_of_le_of_ne (hr j) hj.symm)).ne h
  · intro h
    have hp0 : p ≠ 0 := by
      intro h0
      linarith
    unfold totalDensity orbitalPowerSum
    by_cases hz : ∃ i, r i ≠ 0
    · -- a single orbital carries the whole density
      obtain ⟨i, hi⟩ := hz
      have h0 : ∀ k, k ≠ i → r k = 0 := fun k hk => by
        by_contra hne
        exact hk (h k i hne hi)
      rw [Finset.sum_eq_single i (fun k _ hk => by rw [h0 k hk, Real.zero_rpow hp0])
          (fun hn => absurd (Finset.mem_univ i) hn),
        Finset.sum_eq_single i (fun k _ hk => h0 k hk)
          (fun hn => absurd (Finset.mem_univ i) hn)]
    · have h0 : ∀ k, r k = 0 := fun k => by
        by_contra hne
        exact hz ⟨k, hne⟩
      simp [h0, Real.zero_rpow hp0]
```

If negative values were allowed, the upper bound could fail: r = (1, −1) with p = 2 gives ∑ r_i² = 2 but S² = 0.

The main theorem joins the two bounds and their equality criteria. For N = 1 the bounds coincide and both criteria hold automatically.

```lean
/-- For `p > 1` and `N ≥ 1` nonnegative orbital densities, the sum of `p`-th powers lies between
`N^(1-p)` times the `p`-th power of the total density and that power itself. The lower bound is
reached exactly for equal densities, the upper exactly when at most one density is nonzero. -/
theorem orbital_power_sum_bounds [Nonempty ι] {p : ℝ} (hp : 1 < p) {r : ι → ℝ}
    (hr : ∀ i, 0 ≤ r i) :
    ((Fintype.card ι : ℝ) ^ (1 - p) * totalDensity r ^ p ≤ orbitalPowerSum p r ∧
      orbitalPowerSum p r ≤ totalDensity r ^ p) ∧
    (orbitalPowerSum p r = (Fintype.card ι : ℝ) ^ (1 - p) * totalDensity r ^ p ↔
      ∀ i j, r i = r j) ∧
    (orbitalPowerSum p r = totalDensity r ^ p ↔ ∀ i j, r i ≠ 0 → r j ≠ 0 → i = j) :=
  ⟨⟨(lower_bound hp hr).1, upper_bound hp hr⟩, (lower_bound hp hr).2, upper_bound_eq_iff hp hr⟩
```

## A nonnegative exchange constant

The constant C stands for the strength of exchange in the uniform electron gas, and C ≥ 0 says that exchange does not raise the energy. The same C is used for the total density and for each orbital, which suits orbitals of one spin. Setting p = 4/3 and multiplying both bounds by −C reverses them:

−C S^(4/3) ≤ ∑ (−C r_i^(4/3)) ≤ N^(−1/3) (−C S^(4/3)).

In the proof, `hl` and `hu` are the two bounds multiplied by C, and `linarith` handles the sign. With C < 0 the inequalities would point the other way.

For an orbital-by-orbital self-interaction correction, this brackets the Slater exchange part at a single point, without the Coulomb self-energy or correlation: its magnitude lies between N^(−1/3) times that of the total density's exchange and the full amount.

```lean
/-- The Slater exchange energy densities of `N` single orbitals add up to a value between the
Slater exchange of the total density and `N^(-1/3)` times it. -/
theorem slater_self_exchange_bounds [Nonempty ι] {C : ℝ} (hC : 0 ≤ C) {r : ι → ℝ}
    (hr : ∀ i, 0 ≤ r i) :
    slaterExchange C (totalDensity r) ≤ ∑ i, slaterExchange C (r i) ∧
    ∑ i, slaterExchange C (r i) ≤
      (Fintype.card ι : ℝ) ^ (-(1 / 3) : ℝ) * slaterExchange C (totalDensity r) := by
  have hp : (1 : ℝ) < 4 / 3 := by norm_num
  have he : (1 : ℝ) - 4 / 3 = -(1 / 3) := by norm_num
  have hsum : ∑ i, slaterExchange C (r i) = -C * orbitalPowerSum (4 / 3) r := by
    unfold slaterExchange orbitalPowerSum
    rw [Finset.mul_sum]
  have hl := mul_le_mul_of_nonneg_left (lower_bound hp hr).1 hC
  have hu := mul_le_mul_of_nonneg_left (upper_bound hp hr) hC
  rw [he] at hl
  rw [hsum]
  unfold slaterExchange
  -- the negative prefactor reverses both bounds
  constructor
  · linarith
  · linarith

end

end OrbitalPowerSums
```

```lean
#print axioms OrbitalPowerSums.orbital_power_sum_bounds
#print axioms OrbitalPowerSums.slater_self_exchange_bounds
```

```
'OrbitalPowerSums.orbital_power_sum_bounds' depends on axioms: [propext, Classical.choice, Quot.sound]
'OrbitalPowerSums.slater_self_exchange_bounds' depends on axioms: [propext, Classical.choice, Quot.sound]
```
